# No-cusp constraints on the coefficients of a cut-off electron-electron-nucleus Jastrow term

## A small case

Two electrons lie at distances r1 and r2 from a nucleus and at distance u from each other. Fix a cutoff length L > 0 and a natural number C, and let f be (r1 − L)^C (r2 − L)^C times a polynomial with coefficients γ(l,m,n) of r1^l r2^m u^n, where l, m, n are 0 or 1. When the electrons meet, u = 0 and r1 = r2 = r, and only the terms linear in u contribute to the slope:

∂f/∂u (r, r, 0) = (r − L)^(2C) · [γ(0,0,1) + (γ(0,1,1) + γ(1,0,1)) r + γ(1,1,1) r²]

For 0 < r < L the prefactor is nonzero, so the slope vanishes on the interval exactly when the quadratic does, that is, when

γ(0,0,1) = 0,  γ(0,1,1) + γ(1,0,1) = 0,  γ(1,1,1) = 0.

Setting r1 = r2 merges terms of equal total degree, so the constraints fall on sums of coefficients.

## The claim and its derivation

With orders N and M, let

f(r1, r2, u) = (r1 − L)^C (r2 − L)^C Σ γ(l,m,n) r1^l r2^m u^n,  l, m ≤ N, n ≤ M.

For L > 0 and every C, with k running over the natural numbers and all sums kept within these bounds:

1. For M ≥ 1, ∂f/∂u (r, r, 0) = 0 on (0, L) iff Σ_{l+m=k} γ(l,m,1) = 0 for all k.
2. For N ≥ 1, ∂f/∂r1 (0, r, r) = 0 on (0, L) iff Σ_{m+n=k} (C γ(0,m,n) − L γ(1,m,n)) = 0 for all k.
3. For C ≥ 1, with the same condition on M or N, if either slope equals a constant κ on (0, L), then κ = 0.

The point (0, r, r) is electron 1 on the nucleus, where u = r2. In quantum Monte Carlo with a wave function exp(J) times determinants, a function of this form is one possible choice for a three-body term of J. Claims 1 and 2 are the linear conditions under which such a term, for one electron pair and one nucleus inside the cutoff, has zero partial derivative in the distance that vanishes at the coalescence. For r > 0 that distance is the only one of the three that is not a smooth function of the electron positions at the coalescence, so these are the conditions for f to add no cusp where the two electrons meet and where electron 1 meets the nucleus. If γ(l,m,n) = γ(m,l,n), the condition for electron 2 at the nucleus is the same as claim 2. f may still have a nonzero gradient there through the other two distances.

The derivative of a power sum Σ a(n) x^n at x = 0 is a(1). Applied in u, on which the cutoff factors do not depend, this gives

∂f/∂u (r1, r2, 0) = (r1 − L)^C (r2 − L)^C Σ_{l,m} γ(l,m,1) r1^l r2^m.

For r1, collect powers: the polynomial is Σ_l A(l) r1^l with A(l) = Σ_{m,n} γ(l,m,n) r2^m u^n. At r1 = 0 it has value A(0) and slope A(1), and the product rule gives

∂f/∂r1 (0, r2, u) = (r2 − L)^C [C (−L)^(C−1) A(0) + (−L)^C A(1)]
 = (r2 − L)^C (−L)^(C−1) [C A(0) − L A(1)].

Now put r1 = r2 = r in the first formula and r2 = u = r in the second. The prefactors are nonzero for 0 < r < L and cancel. Each remainder has the form Σ_{a,b} c(a,b) r^(a+b), a polynomial in r whose coefficient of r^k is Σ_{a+b=k} c(a,b). A polynomial vanishing on an interval has infinitely many roots and is zero, so all these sums vanish; the converse is immediate. For claim 3, both slopes are continuous in r and contain (r − L)^C. A slope equal to κ on (0, L) equals κ at r = L, where that factor is zero for C ≥ 1.

## Formal development

In Lean 4 with Mathlib:

```lean
import Mathlib

open Finset Set

namespace JastrowCutoffCusp

noncomputable section

/-- Expansion in the electron-nucleus distances `r1`, `r2` (order `N`) and the
electron-electron distance `u` (order `M`) with coefficients `γ l m n`. -/
def expansion (N M : ℕ) (γ : ℕ → ℕ → ℕ → ℝ) (r1 r2 u : ℝ) : ℝ :=
  ∑ l ∈ range (N + 1), ∑ m ∈ range (N + 1), ∑ n ∈ range (M + 1),
    γ l m n * r1 ^ l * r2 ^ m * u ^ n
```

The coefficients are a real function `γ` of three natural indices, of which `expansion` reads only those with l, m ≤ N and n ≤ M. The symmetry γ(l,m,n) = γ(m,l,n) is not assumed.

```lean
/-- Electron-electron-nucleus Jastrow term inside the cutoff length `L`: the expansion times
the cutoff factors `(r1 - L)^C (r2 - L)^C`. -/
def een (L : ℝ) (C N M : ℕ) (γ : ℕ → ℕ → ℕ → ℝ) (r1 r2 u : ℝ) : ℝ :=
  (r1 - L) ^ C * (r2 - L) ^ C * expansion N M γ r1 r2 u
```

`een` is f. Its three arguments are independent real numbers: there are no position vectors, no triangle inequality, and no step function setting f to zero beyond L, so the formula models the term inside the cutoff only.

```lean
/-- Sum of the coefficients `c a b` with `a ≤ N`, `b ≤ M` and total degree `a + b = k`. -/
def shellSum (N M : ℕ) (c : ℕ → ℕ → ℝ) (k : ℕ) : ℝ :=
  ∑ p ∈ range (N + 1) ×ˢ range (M + 1) with p.1 + p.2 = k, c p.1 p.2
```

`shellSum N M c k` is Σ_{a+b=k} c(a,b) over a ≤ N, b ≤ M, an empty sum for k > N + M.

```lean
/-- A finite sum of terms `c a b * r^(a+b)` vanishes for all `0 < r < L` exactly when the
coefficients of each total degree add up to zero. -/
theorem shell_vanish {L : ℝ} (hL : 0 < L) (N M : ℕ) (c : ℕ → ℕ → ℝ) :
    (∀ r ∈ Ioo 0 L, ∑ a ∈ range (N + 1), ∑ b ∈ range (M + 1), c a b * r ^ (a + b) = 0) ↔
      ∀ k, shellSum N M c k = 0 := by
  obtain ⟨P, hP⟩ : ∃ P : Polynomial ℝ, P = ∑ p ∈ range (N + 1) ×ˢ range (M + 1),
      Polynomial.monomial (p.1 + p.2) (c p.1 p.2) := ⟨_, rfl⟩
  have hev : ∀ r, P.eval r =
      ∑ a ∈ range (N + 1), ∑ b ∈ range (M + 1), c a b * r ^ (a + b) := by
    intro r
    rw [← Polynomial.coe_evalRingHom, hP, map_sum, Finset.sum_product]
    simp only [Polynomial.coe_evalRingHom, Polynomial.eval_monomial]
  have hco : ∀ k, P.coeff k = shellSum N M c k := by
    intro k
    rw [← Polynomial.lcoeff_apply, hP, map_sum, shellSum, Finset.sum_filter]
    simp only [Polynomial.lcoeff_apply, Polynomial.coeff_monomial]
  constructor
  · intro h k
    -- a polynomial with infinitely many roots is zero
    have h0 : P = 0 := by
      refine Polynomial.eq_zero_of_infinite_isRoot P
        (Set.Infinite.mono (fun r hr => ?_) (Set.Ioo_infinite hL))
      show P.eval r = 0
      rw [hev]
      exact h r hr
    rw [← hco, h0, Polynomial.coeff_zero]
  · intro h r _
    have h0 : P = 0 := Polynomial.ext fun k => by rw [hco, h k, Polynomial.coeff_zero]
    rw [← hev, h0, Polynomial.eval_zero]
```

`Ioo 0 L` is the open interval (0, L). The proof builds the polynomial `P` from monomials; `hev` identifies its values with the double sum and `hco` its coefficients with the shell sums. The forward direction is `Polynomial.eq_zero_of_infinite_isRoot` with the interval as the infinite set of roots.

```lean
/-- The slope at the origin of a finite power sum of order at least one is its linear
coefficient. -/
theorem slope_at_zero {N : ℕ} (hN : 1 ≤ N) (a : ℕ → ℝ) :
    HasDerivAt (fun x : ℝ => ∑ n ∈ range (N + 1), a n * x ^ n) (a 1) 0 := by
  have h : HasDerivAt (fun x : ℝ => ∑ n ∈ range (N + 1), a n * x ^ n)
      (∑ n ∈ range (N + 1), a n * ((n : ℝ) * (0 : ℝ) ^ (n - 1))) 0 :=
    HasDerivAt.fun_sum fun n _ => (hasDerivAt_pow n (0 : ℝ)).const_mul (a n)
  refine h.congr_deriv ?_
  rw [Finset.sum_eq_single 1]
  · simp
  · intro n _ hn
    rcases n with _ | _ | n
    · simp
    · exact absurd rfl hn
    · simp
  · intro h1
    exact absurd (Finset.mem_range.2 (by omega)) h1
```

Termwise differentiation gives Σ a(n) · n · 0^(n−1). The term n = 0 dies by its factor n and the terms n ≥ 2 by the power of zero; `hN` places n = 1 within the range.

```lean
/-- The derivative of the term with respect to `u` at `u = 0` is the product of the cutoff
factors and the sum of `γ l m 1 * r1^l * r2^m`. -/
theorem ee_slope (L : ℝ) (C N : ℕ) {M : ℕ} (hM : 1 ≤ M) (γ : ℕ → ℕ → ℕ → ℝ) (r1 r2 : ℝ) :
    HasDerivAt (fun u => een L C N M γ r1 r2 u)
      ((r1 - L) ^ C * (r2 - L) ^ C *
        ∑ l ∈ range (N + 1), ∑ m ∈ range (N + 1), γ l m 1 * r1 ^ l * r2 ^ m) 0 := by
  unfold een expansion
  refine HasDerivAt.const_mul _ ?_
  refine HasDerivAt.fun_sum fun l _ => ?_
  refine HasDerivAt.fun_sum fun m _ => ?_
  exact slope_at_zero hM fun n => γ l m n * r1 ^ l * r2 ^ m
```

The cutoff factors are a constant multiplier, and for each l and m the inner sum is a power sum in u with coefficients `γ l m n * r1 ^ l * r2 ^ m`.

```lean
/-- The derivative of the term with respect to `r1` at `r1 = 0` is
`(r2 - L)^C (-L)^C / (-L)` times the sum of `(C γ 0 m n - L γ 1 m n) r2^m u^n`. -/
theorem en_slope {L : ℝ} (hL : L ≠ 0) (C : ℕ) {N : ℕ} (hN : 1 ≤ N) (M : ℕ)
    (γ : ℕ → ℕ → ℕ → ℝ) (r2 u : ℝ) :
    HasDerivAt (fun r1 => een L C N M γ r1 r2 u)
      ((r2 - L) ^ C * ((-L) ^ C / (-L)) * ∑ m ∈ range (N + 1), ∑ n ∈ range (M + 1),
        (C * γ 0 m n - L * γ 1 m n) * r2 ^ m * u ^ n) 0 := by
  -- collect the expansion in powers of `r1`
  obtain ⟨A, hA⟩ : ∃ A : ℕ → ℝ, ∀ l, A l =
      ∑ m ∈ range (N + 1), ∑ n ∈ range (M + 1), γ l m n * r2 ^ m * u ^ n :=
    ⟨fun l => ∑ m ∈ range (N + 1), ∑ n ∈ range (M + 1), γ l m n * r2 ^ m * u ^ n,
      fun _ => rfl⟩
  have hexp : ∀ x, expansion N M γ x r2 u = ∑ l ∈ range (N + 1), A l * x ^ l := by
    intro x
    simp only [expansion, hA, Finset.sum_mul]
    exact Finset.sum_congr rfl fun l _ => Finset.sum_congr rfl fun m _ =>
      Finset.sum_congr rfl fun n _ => by ring
  have hsum : ∑ m ∈ range (N + 1), ∑ n ∈ range (M + 1),
      (C * γ 0 m n - L * γ 1 m n) * r2 ^ m * u ^ n = C * A 0 - L * A 1 := by
    simp only [hA, Finset.mul_sum, ← Finset.sum_sub_distrib]
    exact Finset.sum_congr rfl fun m _ => Finset.sum_congr rfl fun n _ => by ring
  have h0 : ∑ l ∈ range (N + 1), A l * (0 : ℝ) ^ l = A 0 := by
    rw [Finset.sum_range_succ']
    simp
  have hne : -L ≠ 0 := neg_ne_zero.2 hL
  have hC : (C : ℝ) * (0 - L) ^ (C - 1) = C * ((-L) ^ C / (-L)) := by
    rcases C with _ | c
    · simp
    · rw [zero_sub, Nat.add_sub_cancel, pow_succ, mul_div_cancel_right₀ _ hne]
  have hq : (0 - L) ^ C = (-L) ^ C / (-L) * (-L) := by
    rw [zero_sub, div_mul_cancel₀ _ hne]
  -- product rule: cutoff factor times expansion
  have h1 : HasDerivAt (fun x : ℝ => (x - L) ^ C) (C * (0 - L) ^ (C - 1) * 1) 0 :=
    ((hasDerivAt_id' (0 : ℝ)).sub_const L).fun_pow C
  have h2 := (h1.mul_const ((r2 - L) ^ C)).fun_mul (slope_at_zero hN A)
  simp only [een, hexp]
  refine h2.congr_deriv ?_
  rw [hsum, h0]
  linear_combination ((r2 - L) ^ C * A 0) * hC + ((r2 - L) ^ C * A 1) * hq
```

The factor (−L)^(C−1) appears as `(-L) ^ C / (-L)`. Subtraction of natural numbers stops at zero, so `(-L) ^ (C - 1)` would give 1 at C = 0; the quotient gives the right value −1/L there, and the division is the reason for `hL : L ≠ 0`. The steps follow the derivation: `hexp` collects powers of r1, `h0` evaluates at r1 = 0, `hsum` produces C A(0) − L A(1), `h2` is the product rule, and `linear_combination` pulls out the common factor using `hC` and `hq`.

```lean
/-- The slope `∂f/∂u` at `(r, r, 0)` vanishes for all `0 < r < L` exactly when the sum of
`γ l m 1` over `l + m = k` vanishes for every `k`. -/
theorem ee_no_cusp_iff {L : ℝ} (hL : 0 < L) (C N : ℕ) {M : ℕ} (hM : 1 ≤ M)
    (γ : ℕ → ℕ → ℕ → ℝ) :
    (∀ r ∈ Ioo 0 L, deriv (fun u => een L C N M γ r r u) 0 = 0) ↔
      ∀ k, shellSum N N (fun l m => γ l m 1) k = 0 := by
  refine Iff.trans (forall₂_congr fun r hr => ?_) (shell_vanish hL N N _)
  have hr' : (r - L) ^ C ≠ 0 := pow_ne_zero _ (sub_ne_zero.2 hr.2.ne)
  rw [(ee_slope L C N hM γ r r).deriv, mul_eq_zero, or_iff_right (mul_ne_zero hr' hr')]
  simp only [pow_add, mul_assoc]
```

This is claim 1. `deriv` is a two-sided derivative of the polynomial continued to negative u; it agrees with the slope from u > 0. N = 0 is allowed, and the condition is then γ(0,0,1) = 0. The proof substitutes `ee_slope`, discards the nonzero prefactor through `hr'`, and applies `shell_vanish`.

```lean
/-- The slope `∂f/∂r1` at `(0, r, r)` vanishes for all `0 < r < L` exactly when the sum of
`C γ 0 m n - L γ 1 m n` over `m + n = k` vanishes for every `k`. -/
theorem en_no_cusp_iff {L : ℝ} (hL : 0 < L) (C : ℕ) {N : ℕ} (hN : 1 ≤ N) (M : ℕ)
    (γ : ℕ → ℕ → ℕ → ℝ) :
    (∀ r ∈ Ioo 0 L, deriv (fun r1 => een L C N M γ r1 r r) 0 = 0) ↔
      ∀ k, shellSum N M (fun m n => C * γ 0 m n - L * γ 1 m n) k = 0 := by
  refine Iff.trans (forall₂_congr fun r hr => ?_) (shell_vanish hL N M _)
  have hr' : (r - L) ^ C ≠ 0 := pow_ne_zero _ (sub_ne_zero.2 hr.2.ne)
  have hne : -L ≠ 0 := neg_ne_zero.2 hL.ne'
  rw [(en_slope hL.ne' C hN M γ r r).deriv, mul_eq_zero,
    or_iff_right (mul_ne_zero hr' (div_ne_zero (pow_ne_zero C hne) hne))]
  simp only [pow_add, mul_assoc]
```

This is claim 2, by the same route; M = 0 is allowed. The condition for electron 2 on the nucleus is not stated. Both theorems concern partial derivatives of f in the distances. Kato's cusp conditions, which tie the slope of the spherically averaged wave function at a Coulomb singularity to its value there, are neither assumed nor derived.

```lean
/-- For cutoff order `C ≥ 1`, if `∂f/∂u` at `(r, r, 0)` equals a constant `κ` for all
`0 < r < L`, then `κ = 0`. -/
theorem ee_constant_slope {L κ : ℝ} (hL : 0 < L) {C : ℕ} (hC : 1 ≤ C) (N : ℕ) {M : ℕ}
    (hM : 1 ≤ M) (γ : ℕ → ℕ → ℕ → ℝ)
    (h : ∀ r ∈ Ioo 0 L, deriv (fun u => een L C N M γ r r u) 0 = κ) : κ = 0 := by
  have h1 : EqOn (fun r : ℝ => (r - L) ^ C * (r - L) ^ C *
      ∑ l ∈ range (N + 1), ∑ m ∈ range (N + 1), γ l m 1 * r ^ l * r ^ m) (fun _ => κ)
      (Ioo 0 L) := fun r hr => (ee_slope L C N hM γ r r).deriv.symm.trans (h r hr)
  have hm : L ∈ closure (Ioo 0 L) := by
    rw [closure_Ioo hL.ne]
    exact ⟨hL.le, le_rfl⟩
  -- let `r` approach the cutoff length
  have h2 := h1.closure (by fun_prop) continuous_const hm
  have hC0 : C ≠ 0 := by omega
  simpa [hC0] using h2.symm

/-- For cutoff order `C ≥ 1`, if `∂f/∂r1` at `(0, r, r)` equals a constant `κ` for all
`0 < r < L`, then `κ = 0`. -/
theorem en_constant_slope {L κ : ℝ} (hL : 0 < L) {C : ℕ} (hC : 1 ≤ C) {N : ℕ} (hN : 1 ≤ N)
    (M : ℕ) (γ : ℕ → ℕ → ℕ → ℝ)
    (h : ∀ r ∈ Ioo 0 L, deriv (fun r1 => een L C N M γ r1 r r) 0 = κ) : κ = 0 := by
  have h1 : EqOn (fun r : ℝ => (r - L) ^ C * ((-L) ^ C / (-L)) *
      ∑ m ∈ range (N + 1), ∑ n ∈ range (M + 1),
        (C * γ 0 m n - L * γ 1 m n) * r ^ m * r ^ n) (fun _ => κ) (Ioo 0 L) :=
    fun r hr => (en_slope hL.ne' C hN M γ r r).deriv.symm.trans (h r hr)
  have hm : L ∈ closure (Ioo 0 L) := by
    rw [closure_Ioo hL.ne]
    exact ⟨hL.le, le_rfl⟩
  have h2 := h1.closure (by fun_prop) continuous_const hm
  have hC0 : C ≠ 0 := by omega
  simpa [hC0] using h2.symm
```

These are claim 3. `h1` equates the closed-form slope with κ on the interval, `hm` places L in its closure, and `h1.closure` carries the equality of continuous functions to r = L. A term with C ≥ 1 therefore cannot have a nonzero slope that is the same at every r in (0, L).

The following examples are worked in the text only and have no theorem in the file. Without `hC`, take C = 0, N = 0, M = 1 and γ(0,0,1) = 1 as the only nonzero coefficient: then f = u and ∂f/∂u = 1 everywhere, so κ = 1. Without `hM` in `ee_no_cusp_iff`, take M = 0 and the same γ: f is zero and so is its slope, while the shell sum at k = 0 is 1.

```lean
/-- A second-order set of expansion coefficients with six entries switched on. -/
def sampleCoeff (L : ℝ) (C : ℕ) (l m n : ℕ) : ℝ :=
  if (l = 0 ∧ m = 2 ∧ n = 1) ∨ (l = 2 ∧ m = 0 ∧ n = 1) then C
  else if l = 1 ∧ m = 1 ∧ n = 1 then -2 * C
  else if (l = 0 ∧ m = 1 ∧ n = 2) ∨ (l = 1 ∧ m = 0 ∧ n = 2) then -C
  else if l = 0 ∧ m = 0 ∧ n = 2 then -3 * L else 0
```

A concrete solution of both families of constraints uses N = M = 2. Its expansion is

C u (r1 − r2)² − C (r1 + r2) u² − 3L u².

The part linear in u vanishes at r1 = r2. At r2 = u = r one has A(0) = −3L r² and A(1) = −3C r², so C A(0) − L A(1) = 0. The theorem holds for any real L and any C. Since shell sums do not involve the interval, the proof uses `shell_vanish` on (0, 1) to replace the conditions on all k by polynomial identities in r, which `ring1` closes.

```lean
/-- The sample coefficients give the expansion `C u (r1 - r2)² - C (r1 + r2) u² - 3 L u²` and
satisfy both families of coefficient constraints. -/
theorem no_cusp_witness (L : ℝ) (C : ℕ) :
    (∀ r1 r2 u, expansion 2 2 (sampleCoeff L C) r1 r2 u =
      C * u * (r1 - r2) ^ 2 - C * (r1 + r2) * u ^ 2 - 3 * L * u ^ 2) ∧
    (∀ k, shellSum 2 2 (fun l m => sampleCoeff L C l m 1) k = 0) ∧
    ∀ k, shellSum 2 2
      (fun m n => C * sampleCoeff L C 0 m n - L * sampleCoeff L C 1 m n) k = 0 := by
  refine ⟨fun r1 r2 u => ?_, (shell_vanish one_pos 2 2 _).1 fun r _ => ?_,
    (shell_vanish one_pos 2 2 _).1 fun r _ => ?_⟩
  all_goals
    (simp +decide only [expansion, sampleCoeff, Finset.sum_range_succ, Finset.sum_range_zero,
        if_true, if_false]; ring1)


end

end JastrowCutoffCusp
```

```lean
#print axioms JastrowCutoffCusp.ee_no_cusp_iff
-- 'JastrowCutoffCusp.ee_no_cusp_iff' depends on axioms: [propext, Classical.choice, Quot.sound]
#print axioms JastrowCutoffCusp.en_no_cusp_iff
-- 'JastrowCutoffCusp.en_no_cusp_iff' depends on axioms: [propext, Classical.choice, Quot.sound]
#print axioms JastrowCutoffCusp.ee_constant_slope
-- 'JastrowCutoffCusp.ee_constant_slope' depends on axioms: [propext, Classical.choice, Quot.sound]
#print axioms JastrowCutoffCusp.en_constant_slope
-- 'JastrowCutoffCusp.en_constant_slope' depends on axioms: [propext, Classical.choice, Quot.sound]
```
